# Inversion is a symmetry of the free Dirac Hamiltonian only with a multiple of β as its spinor matrix

Suppose parity is taken to act on a four-component spinor as it does on a Schrödinger wave function, by reversing the position, or equally the momentum p, and leaving the components alone. The free Dirac Hamiltonian in atomic units is

H(p) = c α·p + c² β,

where c is the speed of light and α and β are the 4 by 4 Dirac matrices. Reversing p changes the sign of the first term and not of the second, so this plain inversion does not commute with the Hamiltonian, and "even" and "odd" are not conserved labels.

Inversion combined with a constant matrix M acting on the components commutes with the Hamiltonian exactly when M H(-p) = H(p) M for every real p. The matrices that satisfy this equation are exactly M = zβ with z a complex number. The case z = 0 gives only the zero operator; every other z gives an invertible one. With z nonzero, a state of definite parity has upper components that are even functions of p and lower components that are odd, or the reverse. The same operator also commutes with a potential that depends only on the distance from the origin and multiplies all four components alike, such as the attraction of a spherical nucleus at the origin in a four-component calculation on an atom. The theorems below treat only the free one-electron Hamiltonian.

## The Hamiltonian and its matrices

```lean
import Mathlib

open Matrix

namespace DiracParity

noncomputable section
```

The first line loads the Mathlib library. Opening `Matrix` makes its notation available, including `*ᵥ` for a matrix acting on a column vector.

```lean
/-- The three Dirac matrices `α_0, α_1, α_2` (x, y and z axes) in the standard representation. -/
def diracAlpha : Fin 3 → Matrix (Fin 4) (Fin 4) ℂ
  | 0 => !![0, 0, 0, 1; 0, 0, 1, 0; 0, 1, 0, 0; 1, 0, 0, 0]
  | 1 => !![0, 0, 0, -Complex.I; 0, 0, Complex.I, 0; 0, -Complex.I, 0, 0; Complex.I, 0, 0, 0]
  | 2 => !![0, 0, 1, 0; 0, 0, 0, -1; 1, 0, 0, 0; 0, -1, 0, 0]
```

`Fin 3` is the set {0, 1, 2}, and `Matrix (Fin 4) (Fin 4) ℂ` is the type of complex 4 by 4 matrices with rows and columns numbered 0 to 3. Lean counts from zero, so α_0, α_1, α_2 below belong to the x, y and z axes. Each has a Pauli matrix in both off-diagonal 2 by 2 blocks and zeros elsewhere.

```lean
/-- The Dirac matrix `β` in the standard representation. -/
def diracBeta : Matrix (Fin 4) (Fin 4) ℂ :=
  !![1, 0, 0, 0; 0, 1, 0, 0; 0, 0, -1, 0; 0, 0, 0, -1]
```

This is β = diag(1, 1, -1, -1). Components 0 and 1 are the upper pair, 2 and 3 the lower pair.

```lean
/-- The free Dirac Hamiltonian `H(p) = c α·p + c² β` at momentum `p`, in atomic units. -/
def diracH (c : ℝ) (p : Fin 3 → ℝ) : Matrix (Fin 4) (Fin 4) ℂ :=
  (c : ℂ) • ∑ k, (p k : ℂ) • diracAlpha k + (c : ℂ) ^ 2 • diracBeta
```

In ordinary notation,

H(p) = c Σ_k p_k α_k + c² β.

The momentum is a function from `Fin 3` to the reals, that is, a real three-vector. The symbol `•` multiplies a matrix by a number, and `(c : ℂ)` is the real number c regarded as complex. The electron mass is 1, and there is no potential.

## Two ways to state the symmetry

```lean
/-- The matrix `M` satisfies `M H(-p) = H(p) M` for every real momentum `p`. -/
def ReversesMomentum (c : ℝ) (M : Matrix (Fin 4) (Fin 4) ℂ) : Prop :=
  ∀ p : Fin 3 → ℝ, M * diracH c (-p) = diracH c p * M
```

`ReversesMomentum c M` is a proposition, a statement that may be true or false of a given c and M. It says that M H(-p) = H(p) M for all real p. It does not require M to be invertible, so M = 0 satisfies it.

```lean
/-- The free Dirac operator on four-component spinor fields in momentum space. -/
def freeDirac (c : ℝ) (ψ : (Fin 3 → ℝ) → Fin 4 → ℂ) : (Fin 3 → ℝ) → Fin 4 → ℂ :=
  fun p => diracH c p *ᵥ ψ p
```

A spinor field ψ assigns four complex components to each momentum. The free Dirac operator is multiplication by H(p):

(Hψ)(p) = H(p) ψ(p).

```lean
/-- Inversion of the momentum combined with the matrix `M` acting on the spinor components. -/
def inversionWith (M : Matrix (Fin 4) (Fin 4) ℂ) (ψ : (Fin 3 → ℝ) → Fin 4 → ℂ) :
    (Fin 3 → ℝ) → Fin 4 → ℂ :=
  fun p => M *ᵥ ψ (-p)
```

This is the candidate parity operator, written P_M below:

(P_M ψ)(p) = M ψ(-p).

## β anticommutes with α and squares to one

```lean
/-- The matrix `β` anticommutes with each `α_k`. -/
theorem beta_mul_alpha (k : Fin 3) :
    diracBeta * diracAlpha k = -(diracAlpha k * diracBeta) := by
  have h0 : diracBeta * diracAlpha 0 = -(diracAlpha 0 * diracBeta) := by
    ext i j
    fin_cases i <;> fin_cases j <;>
      simp [diracBeta, diracAlpha, Matrix.mul_apply, Fin.sum_univ_four]
  have h1 : diracBeta * diracAlpha 1 = -(diracAlpha 1 * diracBeta) := by
    ext i j
    fin_cases i <;> fin_cases j <;>
      simp [diracBeta, diracAlpha, Matrix.mul_apply, Fin.sum_univ_four]
  have h2 : diracBeta * diracAlpha 2 = -(diracAlpha 2 * diracBeta) := by
    ext i j
    fin_cases i <;> fin_cases j <;>
      simp [diracBeta, diracAlpha, Matrix.mul_apply, Fin.sum_univ_four]
  fin_cases k
  exacts [h0, h1, h2]
```

Write σ_k for the Pauli matrix in the off-diagonal blocks of α_k. Multiplying by β from the left changes the sign of the lower rows, and from the right that of the right-hand columns:

β α_k = [[0, σ_k], [-σ_k, 0]]
α_k β = [[0, -σ_k], [σ_k, 0]]

Hence β α_k = -α_k β. Lean checks this entry by entry: `ext i j` reduces the matrix equation to its entries, `fin_cases` lists the index values, and `simp` evaluates each case.

```lean
/-- The matrix `β` squares to the identity. -/
theorem beta_mul_beta : diracBeta * diracBeta = 1 := by
  ext i j
  fin_cases i <;> fin_cases j <;> simp [diracBeta, Matrix.mul_apply, Fin.sum_univ_four]
```

The diagonal entries of β are ±1, so β² = 1. The entrywise method is the same.

## From all momenta to four matrix equations

```lean
/-- For `c ≠ 0`, `M H(-p) = H(p) M` holds for all real `p` exactly when `M` commutes with `β` and
anticommutes with every `α_k`. -/
theorem reversesMomentum_iff_relations {c : ℝ} (hc : c ≠ 0) (M : Matrix (Fin 4) (Fin 4) ℂ) :
    ReversesMomentum c M ↔
      M * diracBeta = diracBeta * M ∧ ∀ k, M * diracAlpha k = -(diracAlpha k * M) := by
  have hc' : (c : ℂ) ≠ 0 := by exact_mod_cast hc
  have hneg : ∀ p : Fin 3 → ℝ, diracH c (-p) =
      -((c : ℂ) • ∑ k, (p k : ℂ) • diracAlpha k) + (c : ℂ) ^ 2 • diracBeta := by
    intro p
    simp [diracH]
  constructor
  · intro h
    -- a particle at rest isolates the mass term
    have h0 : (c : ℂ) ^ 2 • (M * diracBeta) = (c : ℂ) ^ 2 • (diracBeta * M) := by
      simpa [diracH] using h 0
    have hβ : M * diracBeta = diracBeta * M :=
      smul_right_injective _ (pow_ne_zero 2 hc') h0
    refine ⟨hβ, fun k => ?_⟩
    -- unit momentum along axis `k` isolates `α_k`
    have hs : ∑ j, ((Pi.single k (1 : ℝ) : Fin 3 → ℝ) j : ℂ) • diracAlpha j = diracAlpha k := by
      rw [Finset.sum_eq_single k]
      · simp
      · intro j _ hj
        simp [Pi.single_eq_of_ne hj]
      · simp
    have hk := h (Pi.single k 1)
    rw [hneg, diracH, hs, mul_add, add_mul, mul_neg, mul_smul_comm, mul_smul_comm,
      smul_mul_assoc, smul_mul_assoc, hβ] at hk
    have hk' := add_right_cancel hk
    have hk2 : (c : ℂ) • (M * diracAlpha k) = (c : ℂ) • (-(diracAlpha k * M)) := by
      rw [smul_neg, ← hk', neg_neg]
    exact smul_right_injective _ hc' hk2
  · rintro ⟨hβ, hα⟩ p
    have hS : M * (∑ k, (p k : ℂ) • diracAlpha k) =
        -((∑ k, (p k : ℂ) • diracAlpha k) * M) := by
      rw [Finset.mul_sum, Finset.sum_mul, ← Finset.sum_neg_distrib]
      refine Finset.sum_congr rfl fun k _ => ?_
      rw [mul_smul_comm, hα k, smul_mul_assoc, smul_neg]
    rw [hneg, diracH, mul_add, add_mul, mul_neg, mul_smul_comm, mul_smul_comm,
      smul_mul_assoc, smul_mul_assoc, hS, hβ, smul_neg, neg_neg]
```

For c ≠ 0, the condition over infinitely many momenta is equivalent to four equations:

M β = β M
M α_k = -α_k M, for k = 0, 1, 2.

The hypothesis `hc : c ≠ 0` covers the physical case c > 0. At c = 0 the Hamiltonian would vanish and every M would qualify.

For the forward direction, put p = 0, a particle at rest. Then c² Mβ = c² βM, and dividing by c² gives the first equation. Next put p equal to the unit vector along axis k, which Lean writes `Pi.single k 1`:

-c M α_k + c² M β = c α_k M + c² β M.

The β terms cancel by the first equation, and dividing by c leaves M α_k = -α_k M. In Lean, `add_right_cancel` does the cancelling and `smul_right_injective` the dividing.

Conversely, multiply the relation for each k by p_k and sum:

M (Σ_k p_k α_k) = -(Σ_k p_k α_k) M.

Therefore

M H(-p) = -c M (Σ_k p_k α_k) + c² M β = c (Σ_k p_k α_k) M + c² β M = H(p) M.

The intermediate statement `hS` is the summed relation.

## The four equations leave one free number

```lean
/-- A matrix that commutes with `β` and anticommutes with every `α_k` is its upper left
entry times `β`. -/
theorem eq_smul_beta_of_relations {M : Matrix (Fin 4) (Fin 4) ℂ}
    (hβ : M * diracBeta = diracBeta * M)
    (hα : ∀ k, M * diracAlpha k = -(diracAlpha k * M)) : M = M 0 0 • diracBeta := by
  have hb (i j : Fin 4) : (M * diracBeta) i j = (diracBeta * M) i j := by rw [hβ]
  have ha (k : Fin 3) (i j : Fin 4) :
      (M * diracAlpha k) i j = -((diracAlpha k * M) i j) := by simp [hα k]
  have key {z : ℂ} (h : -z = z) : z = 0 := by linear_combination (-1 / 2) * h
  -- `β` forbids mixing of upper and lower components
  simp only [Matrix.mul_apply, Fin.sum_univ_four] at hb ha
  have b02 : M 0 2 = 0 := key (by simpa [diracBeta] using hb 0 2)
  have b03 : M 0 3 = 0 := key (by simpa [diracBeta] using hb 0 3)
  have b12 : M 1 2 = 0 := key (by simpa [diracBeta] using hb 1 2)
  have b13 : M 1 3 = 0 := key (by simpa [diracBeta] using hb 1 3)
  have b20 : M 2 0 = 0 := key (by simpa [diracBeta] using (hb 2 0).symm)
  have b21 : M 2 1 = 0 := key (by simpa [diracBeta] using (hb 2 1).symm)
  have b30 : M 3 0 = 0 := key (by simpa [diracBeta] using (hb 3 0).symm)
  have b31 : M 3 1 = 0 := key (by simpa [diracBeta] using (hb 3 1).symm)
  -- the `α_k` tie the two diagonal blocks together
  have x1 : M 0 1 = -M 3 2 := by simpa [diracAlpha] using ha 0 0 2
  have x2 : M 0 0 = -M 3 3 := by simpa [diracAlpha] using ha 0 0 3
  have x3 : M 1 1 = -M 2 2 := by simpa [diracAlpha] using ha 0 1 2
  have x4 : M 1 0 = -M 2 3 := by simpa [diracAlpha] using ha 0 1 3
  have z1 : M 0 0 = -M 2 2 := by simpa [diracAlpha] using ha 2 0 2
  have y1 : M 0 1 * Complex.I = Complex.I * M 3 2 := by simpa [diracAlpha] using ha 1 0 2
  have y2 : -(M 1 0 * Complex.I) = -(Complex.I * M 2 3) := by
    simpa [diracAlpha] using ha 1 1 3
  have y1' : M 0 1 = M 3 2 := by
    linear_combination (-Complex.I) * y1 + (M 0 1 - M 3 2) * Complex.I_sq
  have y2' : M 1 0 = M 2 3 := by
    linear_combination Complex.I * y2 + (M 1 0 - M 2 3) * Complex.I_sq
  have d01 : M 0 1 = 0 := by linear_combination (x1 + y1') / 2
  have d32 : M 3 2 = 0 := by linear_combination (x1 - y1') / 2
  have d10 : M 1 0 = 0 := by linear_combination (x4 + y2') / 2
  have d23 : M 2 3 = 0 := by linear_combination (x4 - y2') / 2
  have d11 : M 1 1 = M 0 0 := by linear_combination x3 - z1
  have d22 : M 2 2 = -M 0 0 := by linear_combination z1
  have d33 : M 3 3 = -M 0 0 := by linear_combination x2
  ext i j
  fin_cases i <;> fin_cases j <;>
    simp [diracBeta, b02, b03, b12, b13, b20, b21, b30, b31, d01, d32, d10, d23, d11, d22, d33]
```

The conclusion is M = M_00 β, with M_00 the upper left entry.

Let b_i be the diagonal entries of β. The (i, j) entry of Mβ = βM reads M_ij b_j = b_i M_ij. When i and j belong to different pairs, b_i and b_j have opposite signs and M_ij = 0. These are the eight facts `b02` to `b31`: M does not mix upper with lower components.

The α relations connect the two remaining blocks. Four entries of the α_0 relation give

M_01 = -M_32, M_00 = -M_33, M_11 = -M_22, M_10 = -M_23.

Two entries of the α_1 relation, after division by ±i, give

M_01 = M_32, M_10 = M_23.

Comparing the two lists, M_01, M_32, M_10 and M_23 all vanish. One entry of the α_2 relation gives M_00 = -M_22, so M_11 = M_00, while M_22 = M_33 = -M_00. Thus

M = diag(M_00, M_00, -M_00, -M_00) = M_00 β.

In the code, the names starting with `x`, `y` and `z` are the entries of the α_0, α_1 and α_2 relations, and those starting with `d` are the consequences. The tactic `linear_combination` proves an equation by checking that it follows from the named equations with the stated coefficients.

## Every solution is a multiple of β

```lean
/-- For `c ≠ 0`, a matrix `M` satisfies `M H(-p) = H(p) M` for all real momenta exactly when it is a
scalar multiple of `β`. -/
theorem reversesMomentum_iff {c : ℝ} (hc : c ≠ 0) (M : Matrix (Fin 4) (Fin 4) ℂ) :
    ReversesMomentum c M ↔ ∃ z : ℂ, M = z • diracBeta := by
  rw [reversesMomentum_iff_relations hc]
  constructor
  · rintro ⟨hβ, hα⟩
    exact ⟨M 0 0, eq_smul_beta_of_relations hβ hα⟩
  · rintro ⟨z, rfl⟩
    refine ⟨by rw [smul_mul_assoc, mul_smul_comm], fun k => ?_⟩
    rw [smul_mul_assoc, mul_smul_comm, beta_mul_alpha, smul_neg]
```

The sign `↔` means "if and only if", and `∃ z : ℂ` means "there is a complex number z". If M reverses the momentum, the two preceding theorems give M = zβ with z = M_00. Conversely, zβ commutes with β, and

(zβ) α_k = -z α_k β = -α_k (zβ),

so it satisfies the four equations.

## The same result for operators on spinor fields

```lean
/-- For `c ≠ 0`, inversion combined with a spinor matrix `M` commutes with the free Dirac operator
on all spinor fields exactly when `M` is a scalar multiple of `β`. -/
theorem inversionWith_commutes_iff {c : ℝ} (hc : c ≠ 0) (M : Matrix (Fin 4) (Fin 4) ℂ) :
    (∀ ψ, inversionWith M (freeDirac c ψ) = freeDirac c (inversionWith M ψ)) ↔
      ∃ z : ℂ, M = z • diracBeta := by
  rw [← reversesMomentum_iff hc]
  constructor
  · intro h p
    -- test on constant spinor fields
    have hv : ∀ v : Fin 4 → ℂ, (M * diracH c (-p)) *ᵥ v = (diracH c p * M) *ᵥ v := by
      intro v
      have hp := congrFun (h fun _ => v) p
      simpa [inversionWith, freeDirac, Matrix.mulVec_mulVec] using hp
    ext i j
    have hij := congrFun (hv (Pi.single j 1)) i
    simpa using hij
  · intro h ψ
    funext p
    simp only [inversionWith, freeDirac, Matrix.mulVec_mulVec]
    rw [h p]
```

Here the condition is that P_M commutes with the free Dirac operator on every field ψ. The two orders of action give

(P_M Hψ)(p) = M H(-p) ψ(-p)
(H P_M ψ)(p) = H(p) M ψ(-p).

If M H(-p) = H(p) M, these agree for every ψ. Conversely, if they agree for every ψ, take ψ to be a constant spinor v. Then M H(-p) v = H(p) M v for every v, and choosing the basis vectors for v compares the matrices column by column. In Lean, `fun _ => v` is the constant field and `Pi.single j 1` the basis vector.

"Every field" includes functions that are neither continuous nor square-integrable, and the constant test fields are not normalisable. The theorem therefore does not treat a self-adjoint operator on a Hilbert space. It also considers only operators of the form "one constant matrix times inversion", not every operator that commutes with H.

## Unitarity leaves a phase

```lean
/-- For `c ≠ 0`, the unitary matrices `M` with `M H(-p) = H(p) M` for all real `p` are exactly the
multiples of `β` by a phase. -/
theorem unitary_reversesMomentum_iff {c : ℝ} (hc : c ≠ 0) (M : Matrix (Fin 4) (Fin 4) ℂ) :
    (M ∈ Matrix.unitaryGroup (Fin 4) ℂ ∧ ReversesMomentum c M) ↔
      ∃ z : ℂ, ‖z‖ = 1 ∧ M = z • diracBeta := by
  have hstar : star diracBeta = diracBeta := by
    ext i j
    fin_cases i <;> fin_cases j <;> simp [diracBeta, Matrix.star_apply]
  have hprod (z : ℂ) : (z • diracBeta) * star (z • diracBeta) =
      ((‖z‖ ^ 2 : ℝ) : ℂ) • (1 : Matrix (Fin 4) (Fin 4) ℂ) := by
    have hz : z * star z = ((‖z‖ ^ 2 : ℝ) : ℂ) := by
      rw [← Complex.normSq_eq_norm_sq]
      exact Complex.mul_conj z
    rw [star_smul, hstar, smul_mul_assoc, mul_smul_comm, smul_smul, beta_mul_beta, hz]
  rw [reversesMomentum_iff hc, Matrix.mem_unitaryGroup_iff]
  constructor
  · rintro ⟨hU, z, rfl⟩
    rw [hprod] at hU
    have h00 : ((‖z‖ ^ 2 : ℝ) : ℂ) = 1 := by
      simpa using congrArg (fun A : Matrix (Fin 4) (Fin 4) ℂ => A 0 0) hU
    have hn : ‖z‖ ^ 2 = 1 := by exact_mod_cast h00
    exact ⟨z, by nlinarith [norm_nonneg z], rfl⟩
  · rintro ⟨z, hz, rfl⟩
    exact ⟨by rw [hprod, hz]; simp, z, rfl⟩
```

So far z is any complex number, including zero. A symmetry that preserves norms needs a unitary M, and the theorem says that the unitary solutions are exactly zβ with |z| = 1. This is the sense in which parity is unique up to a phase.

By hand, β is Hermitian and β² = 1, so

(zβ)(zβ)† = |z|² β² = |z|² 1.

This is the identity exactly when |z| = 1. In the code, `star` is the Hermitian conjugate and `hprod` is the displayed equation. Reading off the upper left entry gives |z|² = 1, and `nlinarith` concludes |z| = 1 because a norm is not negative.

## Squaring to one leaves a sign

```lean
/-- For `c ≠ 0`, the matrices `M` that square to the identity and satisfy `M H(-p) = H(p) M` for all
real `p` are exactly `β` and `-β`. -/
theorem involutive_reversesMomentum_iff {c : ℝ} (hc : c ≠ 0) (M : Matrix (Fin 4) (Fin 4) ℂ) :
    (M * M = 1 ∧ ReversesMomentum c M) ↔ M = diracBeta ∨ M = -diracBeta := by
  rw [reversesMomentum_iff hc]
  constructor
  · rintro ⟨hM, z, rfl⟩
    rw [smul_mul_assoc, mul_smul_comm, smul_smul, beta_mul_beta] at hM
    have hz : z * z = 1 := by
      have h00 := congrArg (fun A : Matrix (Fin 4) (Fin 4) ℂ => A 0 0) hM
      simpa using h00
    rcases mul_self_eq_one_iff.mp hz with h | h
    · left; simp [h]
    · right; simp [h]
  · rintro (rfl | rfl)
    · exact ⟨beta_mul_beta, 1, by simp⟩
    · exact ⟨by rw [neg_mul_neg, beta_mul_beta], -1, by simp⟩

end

end DiracParity
```

If two inversions are to restore the original spinor, then M² = 1. With M = zβ this becomes

z² β² = z² 1 = 1,

so z = 1 or z = -1, and M is β or -β. Unitarity is not assumed here. Both signs satisfy the conditions; choosing β makes the upper components keep their sign under the matrix and the lower components change theirs.

```lean
#print axioms DiracParity.inversionWith_commutes_iff
#print axioms DiracParity.unitary_reversesMomentum_iff
#print axioms DiracParity.involutive_reversesMomentum_iff
```

```
'DiracParity.inversionWith_commutes_iff' depends on axioms: [propext, Classical.choice, Quot.sound]
'DiracParity.unitary_reversesMomentum_iff' depends on axioms: [propext, Classical.choice, Quot.sound]
'DiracParity.involutive_reversesMomentum_iff' depends on axioms: [propext, Classical.choice, Quot.sound]
```
